# For a pair potential with its minimum −eps at one distance only, N distinct atoms in d dimensions can reach the energy −eps N(N−1)/2 exactly when N ≤ d + 1

## Four atoms fit, the fifth does not

Two argon-like atoms interacting through a Lennard-Jones potential have their lowest energy at one separation, r0. A third atom can sit at distance r0 from both, completing an equilateral triangle, and a fourth can complete a regular tetrahedron. Every pair is then at the bottom of its well. In three dimensions a fifth atom has no place at distance r0 from all the others, so at least one pair must pay some energy.

Two questions follow. How low can the energy be if every pair is as content as it can be, and for how many atoms is this possible? For classical atoms with one common pair potential and no many-body terms, the answer separates the small clusters that satisfy all their pairs from the larger ones that are geometrically frustrated.

## The energy bound and its equality case

Let x_0, …, x_{N−1} be distinct points in R^d, and let phi be the pair potential. The energy is

E = ½ Σ_i Σ_{j≠i} phi(|x_i − x_j|).

Assume that phi(r0) = −eps for some r0 > 0, and that phi(r) > −eps at every other positive r. This stands for the balance of short-range repulsion and longer-range attraction at a single preferred separation. Then:

- E ≥ −eps N(N−1)/2.
- Equality holds exactly when all mutual distances equal r0, and it forces N ≤ d + 1.
- Some configuration of distinct points attains the bound if and only if N ≤ d + 1.

In Lean, a configuration is a map `x : Fin N → Space d` into Euclidean space, and `Function.Injective x` says that no two atoms coincide. `pairEnergy` is E, with the factor ½ compensating for the sum over ordered pairs. The structure `PairWell phi r0 eps` holds the three assumptions on the potential: `r0_pos`, `depth` and `strict`. It asks for neither continuity nor decay at large distance, nor does it fix the sign of eps. The first two claims are `pairEnergy_bound`, and the third is `bound_attained_iff`.

`lennardJones_witness` shows that the Lennard-Jones potential with eps > 0 and r0 > 0 satisfies the assumptions. Its convention is

phi(r) = eps [(r0/r)¹² − 2(r0/r)⁶],

where r0 is the position of the minimum. In the common form 4 eps [(σ/r)¹² − (σ/r)⁶], the length σ is the zero of the potential, and r0 = 2^(1/6) σ.

The model has a single atomic species, open boundaries and no kinetic energy. For N > d + 1 the theorems say that every configuration of distinct points lies strictly above the bound; they give neither the ground-state energy nor its structure.

## Counting energy from the bottom of the wells

There are N(N−1) ordered pairs of different atoms. Adding eps to each pair term gives

E + eps N(N−1)/2 = ½ Σ_i Σ_{j≠i} [phi(|x_i − x_j|) + eps].

Since the points are distinct, every distance is positive and every bracket is nonnegative. This proves the bound. If equality holds, a sum of nonnegative terms vanishes, so each bracket vanishes, and each distance must be r0. Conversely, if all distances equal r0, every bracket is zero.

For Lennard-Jones the bracket is a perfect square times eps:

phi(r) + eps = eps [(r0/r)⁶ − 1]².

For positive r it vanishes only at r = r0.

## Why equidistant points number at most d + 1

Suppose that all mutual distances equal r > 0. For N = 0 there is nothing to show. Otherwise write N = n + 1 and take the difference vectors

v_i = x_{i+1} − x_0, for i = 0, …, n − 1.

Each has length r, and for i ≠ j so does v_i − v_j. Expanding the square,

r² = |v_i − v_j|² = r² − 2⟨v_i, v_j⟩ + r²,

so ⟨v_i, v_j⟩ = r²/2. Together with the diagonal entries,

⟨v_i, v_j⟩ = (r²/2)(1 + δ_ij).

Now let Σ_i g_i v_i = 0 and S = Σ_i g_i. The inner product with v_j gives

(r²/2)(S + g_j) = 0, hence g_j = −S for every j.

Summing S + g_j = 0 over the n values of j gives (n + 1)S = 0. Thus S = 0 and every g_j = 0. The n vectors are linearly independent in R^d, so n ≤ d and N ≤ d + 1.

## Building the simplex

For the converse, set a = r/√2. With e_0, …, e_{d−1} the standard basis vectors, the points a e_k lie at mutual distance √(2a²) = r. Add a point c(1, …, 1) on the diagonal. For d ≥ 1 its squared distance from each a e_k is

(c − a)² + (d − 1)c² = d c² − 2ac + a².

This equals r² = 2a² when

d c² − 2ac − a² = 0,

which is solved by c = a(1 + √(1 + d))/d. The result is a regular simplex with d + 1 vertices, and any N of them serve. For d = 0 the simplex is a single point. Taking r = r0 gives a configuration that attains the energy bound.

## Two potentials that break the conclusions

**Coinciding atoms.** Let eps > 0, and let phi satisfy the assumptions at positive distances, but set phi(0) = −2 eps. Two atoms at the same point have E = −2 eps, below the bound −eps. Distinctness is what excludes this.

**Two equally deep minima.** Let phi(1) = phi(2) = −eps with eps > 0, and let phi be zero elsewhere. Three atoms on a line at 0, 1 and 2 have distances 1, 1 and 2, so E = −3 eps. The bound is attained although the distances differ and N = 3 exceeds d + 1 = 2.

## A check for a cluster code

In a Lennard-Jones cluster calculation in three dimensions, with open boundaries and an untruncated potential, the minimum energies for N = 2, 3 and 4 are −1, −3 and −6 in units of eps. A geometry optimiser can be compared with these values, up to rounding and its convergence threshold.

For N ≥ 5, an energy clearly below −N(N−1)/2 in the same units points to an error. An energy above this value is no evidence of correctness, because for large N the bound lies far below the true minimum. For example, a full neighbour list, which contains each pair twice, doubles every energy if it is summed without the factor ½, and for a large cluster the doubled value can still lie above the bound. The dimer exposes this error: at r0 it comes out at −2 instead of −1.

## The Lean file

```lean
import Mathlib

open Finset

namespace PairPotentialBound

noncomputable section

/-- Euclidean space of dimension `d`, in which the atoms sit. -/
abbrev Space (d : ℕ) := EuclideanSpace ℝ (Fin d)

/-- The pair energy of `N` atoms: half the sum of `phi` (distance) over ordered pairs of
different atoms. -/
def pairEnergy {N d : ℕ} (phi : ℝ → ℝ) (x : Fin N → Space d) : ℝ :=
  (1 / 2) * ∑ i, ∑ j ∈ univ.erase i, phi (dist (x i) (x j))

/-- On positive distances the potential `phi` attains its minimum `-eps` at `r0` and only there. -/
structure PairWell (phi : ℝ → ℝ) (r0 eps : ℝ) : Prop where
  r0_pos : 0 < r0
  depth : phi r0 = -eps
  strict : ∀ r, 0 < r → r ≠ r0 → -eps < phi r

/-- The Lennard-Jones potential, written with its well depth and equilibrium distance. -/
def lennardJones (eps r0 r : ℝ) : ℝ := eps * ((r0 / r) ^ 12 - 2 * (r0 / r) ^ 6)

/-- The Lennard-Jones potential with positive `eps` and `r0` has its strict minimum `-eps`
at the distance `r0`. -/
theorem lennardJones_witness {eps r0 : ℝ} (he : 0 < eps) (hr : 0 < r0) :
    PairWell (lennardJones eps r0) r0 eps := by
  refine ⟨hr, ?_, ?_⟩
  · unfold lennardJones
    rw [div_self hr.ne']
    ring
  · intro r hr' hne
    have h1 : r0 / r ≠ 1 := fun h => hne ((div_eq_one_iff_eq hr'.ne').mp h).symm
    have h2 : (r0 / r) ^ 6 - 1 ≠ 0 := fun h =>
      h1 ((pow_eq_one_iff_of_nonneg (div_pos hr hr').le (by norm_num)).mp (sub_eq_zero.mp h))
    -- the energy above the minimum is a perfect square
    have h3 : 0 < eps * ((r0 / r) ^ 6 - 1) ^ 2 :=
      mul_pos he ((sq_nonneg _).lt_of_ne' (pow_ne_zero 2 h2))
    have h4 : lennardJones eps r0 r = eps * ((r0 / r) ^ 6 - 1) ^ 2 - eps := by
      unfold lennardJones
      ring
    linarith

/-- The energy measured from `-eps N(N-1)/2` is half the sum of the excesses `phi + eps` over
ordered pairs. -/
theorem energy_excess {N d : ℕ} (phi : ℝ → ℝ) (eps : ℝ) (x : Fin N → Space d) :
    pairEnergy phi x + eps * ((N : ℝ) * (N - 1) / 2) =
      (1 / 2) * ∑ i, ∑ j ∈ univ.erase i, (phi (dist (x i) (x j)) + eps) := by
  have hc : ∀ i : Fin N, ∑ _j ∈ univ.erase i, eps = ((N : ℝ) - 1) * eps := by
    intro i
    have hN : 1 ≤ N := by
      have := i.isLt
      omega
    rw [sum_const, card_erase_of_mem (mem_univ i), card_univ, Fintype.card_fin,
      nsmul_eq_mul, Nat.cast_sub hN, Nat.cast_one]
  unfold pairEnergy
  simp only [sum_add_distrib, hc]
  rw [sum_const, card_univ, Fintype.card_fin, nsmul_eq_mul]
  ring

/-- Points of `d`-dimensional space with all mutual distances equal to some `r > 0` number at
most `d + 1`. -/
theorem equidistant_card_le {N d : ℕ} {r : ℝ} (hr : 0 < r) (x : Fin N → Space d)
    (h : ∀ i j, i ≠ j → dist (x i) (x j) = r) : N ≤ d + 1 := by
  cases N with
  | zero => omega
  | succ n =>
    obtain ⟨v, hv⟩ : ∃ v : Fin n → Space d, ∀ i, v i = x i.succ - x 0 :=
      ⟨fun i => x i.succ - x 0, fun _ => rfl⟩
    have hn : ∀ i, ‖v i‖ = r := fun i => by
      rw [hv, ← dist_eq_norm]
      exact h _ _ (Fin.succ_ne_zero i)
    -- the Gram matrix of the difference vectors
    have hG : ∀ i j, inner ℝ (v i) (v j) = r ^ 2 / 2 * (1 + if i = j then (1 : ℝ) else 0) := by
      intro i j
      split_ifs with hij
      · subst hij
        rw [real_inner_self_eq_norm_sq, hn]
        ring
      · have h1 : ‖v i - v j‖ = r := by
          rw [hv, hv, sub_sub_sub_cancel_right, ← dist_eq_norm]
          exact h _ _ (fun e => hij (Fin.succ_injective n e))
        have h3 := norm_sub_sq_real (v i) (v j)
        rw [h1, hn, hn] at h3
        linarith
    have hli : LinearIndependent ℝ v := by
      rw [Fintype.linearIndependent_iff]
      intro g hg
      have key : ∀ j, (∑ i, g i) + g j = 0 := by
        intro j
        have h1 : inner ℝ (∑ i, g i • v i) (v j) = 0 := by rw [hg, inner_zero_left]
        simp only [sum_inner, real_inner_smul_left, hG] at h1
        have h2 : ∑ i, g i * (r ^ 2 / 2 * (1 + if i = j then (1 : ℝ) else 0)) =
            r ^ 2 / 2 * ((∑ i, g i) + g j) := by
          calc _ = ∑ i, (r ^ 2 / 2 * g i + if i = j then r ^ 2 / 2 * g i else 0) :=
                sum_congr rfl (fun i _ => by split_ifs <;> ring)
            _ = _ := by
                rw [sum_add_distrib, ← mul_sum]
                simp only [sum_ite_eq', mem_univ, if_true]
                ring
        rw [h2] at h1
        exact (mul_eq_zero.mp h1).resolve_left (by positivity)
      have hS : ∑ i, g i = 0 := by
        have h1 : ∑ j, ((∑ i, g i) + g j) = 0 := sum_eq_zero fun j _ => key j
        rw [sum_add_distrib, sum_const, card_univ, Fintype.card_fin, nsmul_eq_mul] at h1
        have h2 : ((n : ℝ) + 1) * ∑ i, g i = 0 := by linarith
        exact (mul_eq_zero.mp h2).resolve_left (by positivity)
      intro j
      linarith [key j]
    have hcard := hli.fintype_card_le_finrank
    rw [Fintype.card_fin, finrank_euclideanSpace_fin] at hcard
    omega

/-- For `N ≤ d + 1` and any `r > 0` there are `N` points in `d`-dimensional space with all
mutual distances equal to `r`. -/
theorem exists_equidistant {N d : ℕ} {r : ℝ} (hr : 0 < r) (hN : N ≤ d + 1) :
    ∃ x : Fin N → Space d, ∀ i j, i ≠ j → dist (x i) (x j) = r := by
  obtain ⟨a, ha⟩ : ∃ a : ℝ, 2 * a ^ 2 = r ^ 2 :=
    ⟨r / √2, by rw [div_pow, Real.sq_sqrt (by norm_num)]; ring⟩
  -- the common coordinate `c` of the vertex on the diagonal solves a quadratic equation
  obtain ⟨c, hc⟩ : ∃ c : ℝ, 0 < d → d * c ^ 2 - 2 * a * c - a ^ 2 = 0 := by
    refine ⟨a * ((1 + √(1 + d)) / d), fun hd => ?_⟩
    have hd' : (d : ℝ) ≠ 0 := by exact_mod_cast hd.ne'
    have hs : √(1 + (d : ℝ)) ^ 2 = 1 + d := Real.sq_sqrt (by positivity)
    have ht : (d : ℝ) * ((1 + √(1 + d)) / d) = 1 + √(1 + d) := by field_simp
    generalize (1 + √(1 + (d : ℝ))) / d = t at ht ⊢
    apply mul_left_cancel₀ hd'
    linear_combination a ^ 2 * (d * t + √(1 + (d : ℝ)) - 1) * ht + a ^ 2 * hs
  have hdist : ∀ u v : Space d, ∑ k, (u k - v k) ^ 2 = r ^ 2 → dist u v = r := by
    intro u v h
    rw [EuclideanSpace.dist_eq]
    simp only [Real.dist_eq, sq_abs]
    rw [h, Real.sqrt_sq hr.le]
  let top : Space d := WithLp.toLp 2 fun _ => c
  let e : Fin d → Space d := fun k => WithLp.toLp 2 fun l => if l = k then a else 0
  have hte : ∀ k, dist top (e k) = r := by
    intro k
    apply hdist
    have hd := hc (Nat.lt_of_le_of_lt (Nat.zero_le _) k.isLt)
    calc ∑ l : Fin d, (c - if l = k then a else 0) ^ 2
        = ∑ l : Fin d, (c ^ 2 + if l = k then a ^ 2 - 2 * a * c else 0) :=
          sum_congr rfl (fun l _ => by split_ifs <;> ring)
      _ = d * c ^ 2 + (a ^ 2 - 2 * a * c) := by
          rw [sum_add_distrib, sum_const, card_univ, Fintype.card_fin, nsmul_eq_mul]
          simp only [sum_ite_eq', mem_univ, if_true]
      _ = r ^ 2 := by linear_combination hd + ha
  have hee : ∀ i j, i ≠ j → dist (e i) (e j) = r := by
    intro i j hij
    apply hdist
    calc ∑ l : Fin d, ((if l = i then a else 0) - if l = j then a else 0) ^ 2
        = ∑ l : Fin d, ((if l = i then a ^ 2 else 0) + if l = j then a ^ 2 else 0) :=
          sum_congr rfl (fun l _ => by
            split_ifs with h1 h2 <;> first | exact absurd (h1.symm.trans h2) hij | ring)
      _ = a ^ 2 + a ^ 2 := by
          rw [sum_add_distrib]
          simp only [sum_ite_eq', mem_univ, if_true]
      _ = r ^ 2 := by linear_combination ha
  let y : Fin (d + 1) → Space d := Fin.cons top e
  have hy : ∀ p q, p ≠ q → dist (y p) (y q) = r := by
    intro p q hpq
    cases p using Fin.cases with
    | zero =>
      cases q using Fin.cases with
      | zero => exact absurd rfl hpq
      | succ j => exact hte j
    | succ i =>
      cases q using Fin.cases with
      | zero => exact (dist_comm _ _).trans (hte i)
      | succ j => exact hee i j (fun h => hpq (congrArg Fin.succ h))
  exact ⟨fun i => y (Fin.castLE hN i), fun i j hij =>
    hy _ _ (fun h => hij (Fin.castLE_injective hN h))⟩

/-- The pair energy of `N` distinct points is at least `-eps N(N-1)/2`; equality holds exactly
when all mutual distances equal `r0`, and it forces `N ≤ d + 1`. -/
theorem pairEnergy_bound {N d : ℕ} {phi : ℝ → ℝ} {r0 eps : ℝ} (h : PairWell phi r0 eps)
    (x : Fin N → Space d) (hx : Function.Injective x) :
    -eps * ((N : ℝ) * (N - 1) / 2) ≤ pairEnergy phi x ∧
    (pairEnergy phi x = -eps * ((N : ℝ) * (N - 1) / 2) ↔
      ∀ i j, i ≠ j → dist (x i) (x j) = r0) ∧
    (pairEnergy phi x = -eps * ((N : ℝ) * (N - 1) / 2) → N ≤ d + 1) := by
  have ex := energy_excess phi eps x
  -- no pair lies below the bottom of the well
  have hpos : ∀ i, ∀ j ∈ univ.erase i, 0 ≤ phi (dist (x i) (x j)) + eps := by
    intro i j hj
    have hij : i ≠ j := (ne_of_mem_erase hj).symm
    by_cases hr : dist (x i) (x j) = r0
    · rw [hr, h.depth]
      linarith
    · linarith [h.strict _ (dist_pos.mpr (hx.ne hij)) hr]
  have hsum : ∀ i ∈ (univ : Finset (Fin N)),
      0 ≤ ∑ j ∈ univ.erase i, (phi (dist (x i) (x j)) + eps) :=
    fun i _ => sum_nonneg (hpos i)
  have heq : pairEnergy phi x = -eps * ((N : ℝ) * (N - 1) / 2) ↔
      ∀ i j, i ≠ j → dist (x i) (x j) = r0 := by
    constructor
    · -- a vanishing sum of nonnegative excesses vanishes pair by pair
      intro hE i j hij
      have h0 : ∑ i, ∑ j ∈ univ.erase i, (phi (dist (x i) (x j)) + eps) = 0 := by linarith
      have h1 := (sum_eq_zero_iff_of_nonneg hsum).mp h0 i (mem_univ i)
      have h2 : phi (dist (x i) (x j)) + eps = 0 :=
        (sum_eq_zero_iff_of_nonneg (hpos i)).mp h1 j (mem_erase.mpr ⟨hij.symm, mem_univ j⟩)
      by_contra hne
      linarith [h.strict _ (dist_pos.mpr (hx.ne hij)) hne]
    · intro hd
      have h0 : ∑ i, ∑ j ∈ univ.erase i, (phi (dist (x i) (x j)) + eps) = 0 :=
        sum_eq_zero fun i _ => sum_eq_zero fun j hj => by
          rw [hd i j (ne_of_mem_erase hj).symm, h.depth]
          ring
      rw [h0] at ex
      linarith
  refine ⟨?_, heq, fun hE => equidistant_card_le h.r0_pos x (heq.mp hE)⟩
  linarith [sum_nonneg hsum]

/-- Some configuration of `N` distinct points in `d`-dimensional space has the energy
`-eps N(N-1)/2` if and only if `N ≤ d + 1`. -/
theorem bound_attained_iff {N d : ℕ} {phi : ℝ → ℝ} {r0 eps : ℝ} (h : PairWell phi r0 eps) :
    (∃ x : Fin N → Space d, Function.Injective x ∧
      pairEnergy phi x = -eps * ((N : ℝ) * (N - 1) / 2)) ↔ N ≤ d + 1 := by
  constructor
  · rintro ⟨x, hx, hE⟩
    exact (pairEnergy_bound h x hx).2.2 hE
  · intro hN
    obtain ⟨x, hd⟩ := exists_equidistant (d := d) h.r0_pos hN
    have hx : Function.Injective x := by
      intro i j hij
      by_contra hne
      have h1 := hd i j hne
      rw [hij, dist_self] at h1
      linarith [h.r0_pos]
    exact ⟨x, hx, (pairEnergy_bound h x hx).2.1.mpr hd⟩

end

end PairPotentialBound
```

```lean
#print axioms PairPotentialBound.pairEnergy_bound
#print axioms PairPotentialBound.bound_attained_iff
```

```
'PairPotentialBound.pairEnergy_bound' depends on axioms: [propext, Classical.choice, Quot.sound]
'PairPotentialBound.bound_attained_iff' depends on axioms: [propext, Classical.choice, Quot.sound]
```

## How the proof follows the derivation

`energy_excess` is the shift of the energy zero. Its inner statement `hc` counts the N − 1 partners of each atom, and `ring` collects the constants.

In `pairEnergy_bound`, `hpos` shows that each pair excess is nonnegative, separating the case of distance r0 from all others. Injectivity enters here, through `dist_pos`. The equality case applies `sum_eq_zero_iff_of_nonneg` twice, first to the sum over i and then to the sum over j, to reach a single pair. The strict inequality in `PairWell` then rules out any distance other than r0.

`equidistant_card_le` follows the Gram-matrix argument. `hG` is the matrix, with its off-diagonal entries obtained from `norm_sub_sq_real`. `key` is the relation S + g_j = 0, and `hS` is S = 0. The final step compares the number of independent vectors with the dimension of the space.

`exists_equidistant` builds the simplex. The quadratic equation for c is required only for d > 0, which also accommodates the single point at d = 0. The vectors `e k` are the scaled basis vectors a e_k, and `top` is the diagonal point. `hee` and `hte` compute the two kinds of distance by splitting each coordinate sum into its generic and exceptional terms. `Fin.cons` places `top` in front of the other vertices, and `Fin.castLE` selects the first N of the resulting list.

`bound_attained_iff` joins the two directions. An attaining configuration gives N ≤ d + 1 by `pairEnergy_bound`. Conversely, the simplex with edge r0 has distinct vertices because r0 > 0, and the equality case gives its energy.
